# Threefold-symmetric supercells with a prime number of hexagonal cells: one, two or none

A defect or a charge-density wave in a hexagonal layer is often simulated in a supercell of $p$ primitive cells, and a poorly chosen supercell breaks the threefold symmetry of the layer. For prime $p$, the number of supercell lattices that keep this symmetry is 1 if $p=3$, 2 if $p\equiv1$ and 0 if $p\equiv2\pmod 3$.

```lean
import Mathlib

open Matrix

namespace ThreefoldSupercells

/-- The threefold rotation in primitive coordinates: it sends `(x, y)` to `(-y, x - y)`. -/
def threefold : Matrix (Fin 2) (Fin 2) ℤ := !![0, -1; 1, -1]

/-- The mirror operation that exchanges the two primitive axes. -/
def mirror : Matrix (Fin 2) (Fin 2) ℤ := !![0, 1; 1, 0]

/-- A sublattice `H` is invariant under the operation `M` if `M` maps each of its vectors
into `H`. -/
def Invariant (M : Matrix (Fin 2) (Fin 2) ℤ) (H : AddSubgroup (Fin 2 → ℤ)) : Prop :=
  ∀ v ∈ H, M *ᵥ v ∈ H

/-- The supercell lattices that contain `p` primitive cells per supercell and are invariant
under the threefold rotation, for `p ≥ 1`. -/
def invariantSuperlattices (p : ℕ) : Set (AddSubgroup (Fin 2 → ℤ)) :=
  {H | H.index = p ∧ Invariant threefold H}

/-- The linear form `x + t y` modulo `p` on lattice vectors `(x, y)`. -/
def phase (p : ℕ) (t : ZMod p) : (Fin 2 → ℤ) →+ ZMod p where
  toFun v := (v 0 : ZMod p) + t * (v 1 : ZMod p)
  map_zero' := by simp
  map_add' v w := by
    simp only [Pi.add_apply, Int.cast_add]
    ring

/-- The sublattice of all vectors `(x, y)` with `x + t y = 0` modulo `p`. -/
def superlattice (p : ℕ) (t : ZMod p) : AddSubgroup (Fin 2 → ℤ) := (phase p t).ker

lemma mem_superlattice {p : ℕ} {t : ZMod p} {v : Fin 2 → ℤ} :
    v ∈ superlattice p t ↔ (v 0 : ZMod p) + t * (v 1 : ZMod p) = 0 := Iff.rfl

lemma threefold_mulVec (v : Fin 2 → ℤ) : threefold *ᵥ v = ![-v 1, v 0 - v 1] := by
  ext i
  fin_cases i <;> simp [threefold, Matrix.mulVec, dotProduct, Fin.sum_univ_succ]
  ring

lemma mirror_mulVec (v : Fin 2 → ℤ) : mirror *ᵥ v = ![v 1, v 0] := by
  ext i
  fin_cases i <;> simp [mirror, Matrix.mulVec, dotProduct, Fin.sum_univ_succ]

lemma generator_mem (p : ℕ) (n : ℤ) : ![-n, 1] ∈ superlattice p (n : ZMod p) := by
  change ((-n : ℤ) : ZMod p) + (n : ZMod p) * ((1 : ℤ) : ZMod p) = 0
  simp

lemma three_ne_zero_mod {p : ℕ} [Fact p.Prime] (h : p ≠ 3) : (3 : ZMod p) ≠ 0 := by
  intro h0
  have h1 : ((3 : ℕ) : ZMod p) = 0 := by exact_mod_cast h0
  exact h ((Nat.prime_dvd_prime_iff_eq Fact.out Nat.prime_three).1
    ((CharP.cast_eq_zero_iff (ZMod p) p 3).1 h1))

/-- For `p ≥ 1`, the sublattice `x + t y = 0` modulo `p` has index `p`. For `p = 0` its index is
infinite, which Lean records as 0. -/
theorem index_superlattice (p : ℕ) (t : ZMod p) : (superlattice p t).index = p := by
  have hs : Function.Surjective (phase p t) := by
    intro z
    obtain ⟨n, rfl⟩ := ZMod.intCast_surjective z
    exact ⟨![n, 0], by simp [phase]⟩
  rw [superlattice, AddSubgroup.index_ker, AddMonoidHom.range_eq_top.2 hs,
    AddSubgroup.card_top, Nat.card_zmod]

/-- Different coefficients `t` modulo `p` give different sublattices. -/
theorem superlattice_injective (p : ℕ) : Function.Injective (superlattice p) := by
  intro t s h
  obtain ⟨n, rfl⟩ := ZMod.intCast_surjective t
  have h1 := generator_mem p n
  rw [h] at h1
  have h2 : ((-n : ℤ) : ZMod p) + s * ((1 : ℤ) : ZMod p) = 0 := h1
  push_cast at h2
  linear_combination -h2

/-- The sublattice `x + t y = 0` modulo `p` is invariant under the threefold rotation exactly
when `t² + t + 1 = 0` modulo `p`. -/
theorem invariant_threefold_iff (p : ℕ) (t : ZMod p) :
    Invariant threefold (superlattice p t) ↔ t ^ 2 + t + 1 = 0 := by
  constructor
  · intro h
    obtain ⟨n, rfl⟩ := ZMod.intCast_surjective t
    -- rotate the lattice vector (-t, 1)
    have h1 := h _ (generator_mem p n)
    rw [threefold_mulVec] at h1
    have h2 : ((-1 : ℤ) : ZMod p) + (n : ZMod p) * ((-n - 1 : ℤ) : ZMod p) = 0 := h1
    push_cast at h2
    linear_combination -h2
  · intro ht v hv
    rw [mem_superlattice] at hv
    rw [threefold_mulVec]
    change ((-v 1 : ℤ) : ZMod p) + t * ((v 0 - v 1 : ℤ) : ZMod p) = 0
    push_cast
    linear_combination t * hv - (v 1 : ZMod p) * ht

/-- Every sublattice of prime index `p` that is invariant under the threefold rotation is given
by a condition `x + t y = 0` modulo `p`. -/
theorem eq_superlattice_of_invariant {p : ℕ} [Fact p.Prime] {H : AddSubgroup (Fin 2 → ℤ)}
    (hi : H.index = p) (hR : Invariant threefold H) : ∃ t, H = superlattice p t := by
  have hmem : ∀ v, QuotientAddGroup.mk' H v = 0 ↔ v ∈ H :=
    fun v => QuotientAddGroup.eq_zero_iff v
  have hdec : ∀ v : Fin 2 → ℤ, v = v 0 • ![1, 0] + v 1 • ![0, 1] := by
    intro v
    ext i
    fin_cases i <;> simp
  -- if (1,0) were in H, so would be its image (0,1), and H would be the whole lattice
  have hg : QuotientAddGroup.mk' H ![1, 0] ≠ 0 := by
    intro h0
    have h1 := (hmem _).1 h0
    have h2 : ![0, 1] ∈ H := by
      have h3 := hR _ h1
      rw [threefold_mulVec] at h3
      simpa using h3
    have htop : H = ⊤ := by
      rw [AddSubgroup.eq_top_iff']
      intro v
      rw [hdec v]
      exact H.add_mem (H.zsmul_mem h1 _) (H.zsmul_mem h2 _)
    rw [htop, AddSubgroup.index_top] at hi
    exact (Fact.out : p.Prime).one_lt.ne hi
  -- hence (1,0) generates the quotient, which has prime order
  have hcard : Nat.card ((Fin 2 → ℤ) ⧸ H) = p := hi
  obtain ⟨n, hn⟩ := AddSubgroup.mem_zmultiples_iff.1
    (mem_zmultiples_of_prime_card hcard hg (g' := QuotientAddGroup.mk' H ![0, 1]))
  have hord : addOrderOf (QuotientAddGroup.mk' H ![1, 0]) = p :=
    addOrderOf_eq_prime (by rw [← hcard]; exact card_nsmul_eq_zero') hg
  refine ⟨(n : ZMod p), ?_⟩
  ext v
  have hv : QuotientAddGroup.mk' H v
      = (v 0 + n * v 1) • QuotientAddGroup.mk' H ![1, 0] := by
    have he : (v 0 + n * v 1) • (![1, 0] : Fin 2 → ℤ)
        = v 0 • (![1, 0] : Fin 2 → ℤ) + v 1 • n • (![1, 0] : Fin 2 → ℤ) := by
      rw [add_smul, mul_comm n, mul_smul]
    have h1 := congrArg (QuotientAddGroup.mk' H) he
    rw [map_add, map_zsmul, map_zsmul, map_zsmul, map_zsmul] at h1
    conv_lhs => rw [hdec v]
    rw [map_add, map_zsmul, map_zsmul, ← hn]
    exact h1.symm
  have hc : (v 0 : ZMod p) + (n : ZMod p) * (v 1 : ZMod p)
      = ((v 0 + n * v 1 : ℤ) : ZMod p) := by simp
  rw [mem_superlattice, ← hmem, hv, ← addOrderOf_dvd_iff_zsmul_eq_zero, hord, hc,
    CharP.intCast_eq_zero_iff (ZMod p) p]

/-- For a prime `p`, the invariant supercell lattices of index `p` are the sublattices
`x + t y = 0` modulo `p` with `t² + t + 1 = 0`. -/
theorem invariantSuperlattices_eq (p : ℕ) [Fact p.Prime] :
    invariantSuperlattices p = superlattice p '' {t | t ^ 2 + t + 1 = 0} := by
  ext H
  constructor
  · rintro ⟨hi, hR⟩
    obtain ⟨t, rfl⟩ := eq_superlattice_of_invariant hi hR
    exact ⟨t, (invariant_threefold_iff p t).1 hR, rfl⟩
  · rintro ⟨t, ht, rfl⟩
    exact ⟨index_superlattice p t, (invariant_threefold_iff p t).2 ht⟩

/-- The only threefold-invariant supercell lattice of index 3 consists of the vectors with
`x + y = 0` modulo 3. -/
theorem invariantSuperlattices_three : invariantSuperlattices 3 = {superlattice 3 1} := by
  have h : {t : ZMod 3 | t ^ 2 + t + 1 = 0} = {1} := by
    ext t
    simp only [Set.mem_ofPred_eq, Set.mem_singleton_iff]
    revert t
    decide
  rw [invariantSuperlattices_eq, h, Set.image_singleton]

/-- For a prime `p`, the number of supercell lattices of index `p` invariant under the threefold
rotation is 1 if `p = 3`, 2 if `p` is 1 modulo 3, and 0 if `p` is 2 modulo 3. -/
theorem encard_invariantSuperlattices (p : ℕ) [Fact p.Prime] :
    (p = 3 → (invariantSuperlattices p).encard = 1) ∧
    (p % 3 = 1 → (invariantSuperlattices p).encard = 2) ∧
    (p % 3 = 2 → (invariantSuperlattices p).encard = 0) := by
  refine ⟨?_, ?_, ?_⟩
  · intro h
    subst h
    rw [invariantSuperlattices_three, Set.encard_singleton]
  · intro h
    -- a primitive cube root of unity w exists because 3 divides p - 1
    have hd : 3 ∣ Fintype.card (ZMod p)ˣ := by
      rw [ZMod.card_units]
      omega
    obtain ⟨u, hu⟩ := exists_prime_orderOf_dvd_card 3 hd
    have hu3 : (u : ZMod p) ^ 3 = 1 := by
      have h1 := pow_orderOf_eq_one u
      rw [hu] at h1
      rw [← Units.val_pow_eq_pow_val, h1, Units.val_one]
    have hu1 : (u : ZMod p) ≠ 1 := by
      intro h1
      rw [Units.val_eq_one.1 h1, orderOf_one] at hu
      omega
    generalize (u : ZMod p) = w at hu3 hu1
    have hw : w ^ 2 + w + 1 = 0 :=
      (mul_eq_zero.1 (show (w - 1) * (w ^ 2 + w + 1) = 0 by
        linear_combination hu3)).resolve_left (sub_ne_zero.2 hu1)
    have hne : w ≠ -1 - w := fun h1 => three_ne_zero_mod (p := p) (by omega)
      (by linear_combination 4 * hw - (2 * w + 1) * h1)
    -- the two roots are w and -1 - w
    have hset : {t : ZMod p | t ^ 2 + t + 1 = 0} = {w, -1 - w} := by
      ext t
      simp only [Set.mem_ofPred_eq, Set.mem_insert_iff, Set.mem_singleton_iff]
      constructor
      · intro ht
        have h1 : (t - w) * (t + 1 + w) = 0 := by linear_combination ht - hw
        rcases mul_eq_zero.1 h1 with h2 | h2
        · left
          linear_combination h2
        · right
          linear_combination h2
      · rintro (rfl | rfl)
        · exact hw
        · linear_combination hw
    rw [invariantSuperlattices_eq, (superlattice_injective p).encard_image, hset,
      Set.encard_pair hne]
  · intro h
    have hset : {t : ZMod p | t ^ 2 + t + 1 = 0} = ∅ := by
      refine Set.eq_empty_iff_forall_notMem.2 fun t ht' => ?_
      have ht : t ^ 2 + t + 1 = 0 := ht'
      have h3 : t ^ 3 = 1 := by linear_combination (t - 1) * ht
      have h0 : t ≠ 0 := by
        rintro rfl
        simp at ht
      -- Fermat's little theorem forces t = 1, hence 3 = 0 modulo p
      have hf := ZMod.pow_card_sub_one_eq_one h0
      have hk : p - 1 = 3 * (p / 3) + 1 := by omega
      rw [hk, pow_succ, pow_mul, h3, one_pow, one_mul] at hf
      rw [hf] at ht
      exact three_ne_zero_mod (p := p) (by omega) (by linear_combination ht)
    rw [invariantSuperlattices_eq, hset, Set.image_empty, Set.encard_empty]

/-- A threefold-invariant supercell lattice of prime index `p` is also invariant under the mirror
that exchanges the primitive axes exactly when `p = 3`. -/
theorem invariant_mirror_iff {p : ℕ} [Fact p.Prime] {H : AddSubgroup (Fin 2 → ℤ)}
    (hH : H ∈ invariantSuperlattices p) : Invariant mirror H ↔ p = 3 := by
  constructor
  · intro h
    rw [invariantSuperlattices_eq] at hH
    obtain ⟨t, ht, rfl⟩ := hH
    obtain ⟨n, rfl⟩ := ZMod.intCast_surjective t
    have ha : (n : ZMod p) ^ 2 + n + 1 = 0 := ht
    -- reflect the lattice vector (-t, 1)
    have h1 := h _ (generator_mem p n)
    rw [mirror_mulVec] at h1
    have hb : ((1 : ℤ) : ZMod p) + (n : ZMod p) * ((-n : ℤ) : ZMod p) = 0 := h1
    push_cast at hb
    by_contra hp
    exact three_ne_zero_mod hp
      (by linear_combination -hb - ((n : ZMod p) - 2) * (ha + hb))
  · intro hp
    subst hp
    rw [invariantSuperlattices_three, Set.mem_singleton_iff] at hH
    subst hH
    intro v hv
    rw [mem_superlattice] at hv
    rw [mirror_mulVec]
    change (v 1 : ZMod 3) + 1 * (v 0 : ZMod 3) = 0
    linear_combination hv

end ThreefoldSupercells
```

```lean
#print axioms ThreefoldSupercells.encard_invariantSuperlattices
-- 'ThreefoldSupercells.encard_invariantSuperlattices' depends on axioms: [propext, Classical.choice, Quot.sound]
#print axioms ThreefoldSupercells.invariant_mirror_iff
-- 'ThreefoldSupercells.invariant_mirror_iff' depends on axioms: [propext, Classical.choice, Quot.sound]
```

Lattice vectors are integer pairs $(x,y)$, written `v 0` and `v 1` in Lean, in primitive axes $\mathbf a,\mathbf b$. The matrix `threefold`, called $R$ here, sends $(x,y)$ to $(-y,x-y)$, so $\mathbf a\mapsto\mathbf b\mapsto-\mathbf a-\mathbf b$. No metric appears in the file: to read $R$ as a rotation by 120°, one must add that $\mathbf a$ and $\mathbf b$ have equal length and enclose 120°.

A supercell lattice is an `AddSubgroup` $H$ of $\mathbb Z^2$, and its index is the number of primitive cells per supercell. $H$ is often called a superlattice, because its cell is larger, although as a set it is a sublattice of $\mathbb Z^2$. `Invariant` asks only that $R$ map $H$ into itself; since $R^3=1$, the image is then all of $H$. The main theorem, `encard_invariantSuperlattices`, counts lattices, not choices of basis, with a cardinality that can also be infinite, so the value 0 does mean that there are none. It concerns translations in two dimensions and leaves open whether the atoms placed in the cell respect the rotation.

The proof describes candidate lattices by one residue $t$ modulo $p$:

$$H_t=\{(x,y): x+ty\equiv0 \pmod p\}.$$

This is `superlattice p t`, the kernel of the map `phase p t`, whose values are residues modulo $p$ and not angles. The map `phase` takes every value modulo $p$, so $H_t$ has index $p$. Different $t$ give different lattices: $H_t$ contains $(-t,1)$, and this vector lies in $H_s$ only if $s=t$.

**Which $H_t$ are invariant.** Rotating $(-t,1)$ gives $(-1,-t-1)$, which lies in $H_t$ only if

$$-1-t(t+1)=-(t^2+t+1)\equiv0.$$

Conversely, for any $(x,y)$,

$$-y+t(x-y)=t(x+ty)-y(t^2+t+1),$$

so if $t^2+t+1\equiv0$, the rotated vector satisfies the condition whenever $(x,y)$ does. In `invariant_threefold_iff`, `linear_combination` checks these two identities.

**Why there are no others.** Let $H$ be invariant with prime index $p$. If $(1,0)$ were in $H$, so would be its image $(0,1)$, and $H$ would be the whole lattice, of index 1. The class of $(1,0)$ in $\mathbb Z^2/H$ is therefore nonzero, and it generates this group of prime order. Hence the class of $(0,1)$ is $n$ times that of $(1,0)$ for some integer $n$, and the class of $(x,y)$ is $x+ny$ times it. This vanishes exactly when $p$ divides $x+ny$, so $H=H_n$. That is `eq_superlattice_of_invariant`.

**Counting the roots of $t^2+t+1$ modulo $p$.**

- For $p=3$, `decide` tries all residues and finds only $t=1$, the lattice $x+y\equiv0$.
- For $p\equiv1\pmod 3$, 3 divides the order $p-1$ of the group of units, so Cauchy's theorem gives an element $w$ of order 3. From $(w-1)(w^2+w+1)=w^3-1=0$ and $w\ne1$, $w$ is a root. The other root is $-1-w$. If they coincided, $2w+1=0$ and $3=4(w^2+w+1)-(2w+1)^2=0$, which is false for $p\neq3$.
- For $p\equiv2\pmod 3$, a root would satisfy $t^3=1$. Fermat's theorem gives $t^{p-1}=1$, and $p-1=3k+1$ for some integer $k\ge0$, so $t=1$ and again $3=0$.

The smallest case is $p=2$. The three lattices of index 2 have $x$, $y$ or $x+y$ even, and the rotation permutes them cyclically, so none survives.

**Adding a mirror.** By `invariant_mirror_iff`, an invariant lattice of prime index also keeps the mirror $(x,y)\mapsto(y,x)$ exactly when $p=3$. Reflecting $(-t,1)$ gives $1-t^2\equiv0$; adding $t^2+t+1\equiv0$ yields $t\equiv-2$, and then $-3\equiv0$. Conversely, $x+y\equiv0$ is symmetric in $x$ and $y$.

A transposed rotation matrix is hard to notice here, because it changes the equation to $t^2-t+1\equiv0$ and leaves the counts alone. For $p=3$ it would select $x-y\equiv0$, which contains $(1,1)$ but not its true image $(-1,0)$.
